# Spin-one transition probabilities from spin-half Landau–Zener amplitudes

A spin one sits in a magnetic field whose longitudinal component is swept through zero. The Zeeman term is its whole Hamiltonian. Without a transverse field its three levels, m = +1, 0, −1, would cross at the same moment; a transverse field couples neighbouring levels. A spin half with the same gyromagnetic ratio in the same field has only two levels, m = ±1/2. Let P be the probability that it ends with the value of m with which it started. If the spin one starts in one of its three levels, how are the three populated afterwards, given P?

```lean
import Mathlib

open Matrix ComplexConjugate

namespace SpinOneLandauZener
```

## Two spin halves make a spin one

Let a and b be the complex amplitudes of the spin-half evolution, with * for complex conjugation:

U = (a, b; −b*, a*), |a|² = P, |b|² = 1 − P.

Columns label the initial level and rows the final one, so

U↑ = a↑ − b*↓, U↓ = b↑ + a*↓.

A spin one is the symmetric part of two spin halves. If its Hamiltonian is linear in the spin, both halves evolve with the same U. Write r = √2.

```lean
/-- The number `√2`, regarded as a complex amplitude. -/
noncomputable def rootTwo : ℂ := ((Real.sqrt 2 : ℝ) : ℂ)
```

Apply U to both halves of the three symmetric states:

↑↑ → a² ↑↑ − ab* (↑↓ + ↓↑) + b*² ↓↓

(↑↓ + ↓↑)/r → r ab ↑↑ + (aa* − bb*) (↑↓ + ↓↑)/r − r a*b* ↓↓

↓↓ → b² ↑↑ + a*b (↑↓ + ↓↑) + a*² ↓↓

Since ↑↓ + ↓↑ is r times the normalised middle state, the coefficients are the columns of

D(a,b) = (a², r ab, b²; −r ab*, aa* − bb*, r a*b; b*², −r a*b*, a*²).

The code takes this matrix as the definition of `spinOne a b`, for arbitrary complex a and b. Its indices 0, 1, 2 stand for m = +1, 0, −1. The link to the Schrödinger equation is the two-spin argument above and is not formalised.

```lean
/-- The spin-one evolution matrix built from the spin-half amplitudes `a` and `b`. -/
noncomputable def spinOne (a b : ℂ) : Matrix (Fin 3) (Fin 3) ℂ :=
  !![a ^ 2, rootTwo * (a * b), b ^ 2;
    -rootTwo * (a * conj b), a * conj a - b * conj b, rootTwo * (conj a * b);
    (conj b) ^ 2, -rootTwo * (conj a * conj b), (conj a) ^ 2]
```

The squared moduli expected from these entries form a real table that depends on P alone.

```lean
/-- The transition probabilities of a spin one when a spin half survives with
probability `P`. -/
noncomputable def majoranaTable (P : ℝ) : Matrix (Fin 3) (Fin 3) ℝ :=
  !![P ^ 2, 2 * P * (1 - P), (1 - P) ^ 2;
    2 * P * (1 - P), (2 * P - 1) ^ 2, 2 * P * (1 - P);
    (1 - P) ^ 2, 2 * P * (1 - P), P ^ 2]
```

## Successive sweeps compose

Multiplying two spin-half matrices gives U(a,b)U(c,d) = U(p,q), with

p = ac − bd*, q = ad + bc*.

The spin-one matrices should compose in the same way. The only property of r needed is r² = 2.

```lean
/-- The amplitude `√2` squares to two. -/
theorem rootTwo_sq : rootTwo ^ 2 = 2 := by
  have h : (Real.sqrt 2) ^ 2 = 2 := Real.sq_sqrt (by norm_num)
  unfold rootTwo
  exact_mod_cast h
```

Number rows and columns from 0. Five entries of D(a,b)D(c,d) are

(0,0): a²c² − r² abcd* + b²d*² = (ac − bd*)² = p²

(0,1): r [a²cd + ab(cc* − dd*) − b²c*d*] = r pq

(0,2): a²d² + r² abc*d + b²c*² = (ad + bc*)² = q²

(1,0): −r [ab*c² + (aa* − bb*)cd* − a*bd*²] = −r pq*

(1,1): (aa* − bb*)(cc* − dd*) − r² (ab*cd + a*bc*d*) = pp* − qq*

The other four follow from a symmetry. Every D satisfies D(2−i, 2−j) = (−1)^(i+j) D(i,j)*, where the arguments are now matrix indices, and products of such matrices satisfy it too. Hence D(a,b)D(c,d) = D(p,q), with no normalisation required.

Lean checks all nine entries directly. Where two factors of r meet, `linear_combination` supplies the multiple of r² = 2 that closes the identity; elsewhere `ring` suffices.

```lean
/-- The spin-one evolution with amplitudes `c` and `d`, followed by the one with amplitudes `a` and
`b`, is a single one with amplitudes `a c - b d*` and `a d + b c*`. -/
theorem spinOne_mul (a b c d : ℂ) :
    spinOne a b * spinOne c d = spinOne (a * c - b * conj d) (a * d + b * conj c) := by
  have hr := rootTwo_sq
  ext i j
  rw [Matrix.mul_apply, Fin.sum_univ_three]
  -- products of two entries that each carry `√2` bring in its square
  fin_cases i <;> fin_cases j <;> dsimp [spinOne] <;> (try dsimp) <;>
    (try simp only [map_sub, map_add, map_mul, Complex.conj_conj])
  · linear_combination (-(a * b * c * conj d)) * hr
  · ring
  · linear_combination (a * b * conj c * d) * hr
  · ring
  · linear_combination (-(a * conj b * c * d) - conj a * b * conj c * conj d) * hr
  · ring
  · linear_combination (conj a * conj b * c * conj d) * hr
  · ring
  · linear_combination (-(conj a * conj b * conj c * d)) * hr
```

## The adjoint is another matrix of the same family

Conjugating and transposing D(a,b) gives

D(a,b)† = (a*², −r a*b, b²; r a*b*, aa* − bb*, −r ab; b*², r ab*, a²).

This is D(a*, −b), as substituting a → a* and b → −b in the definition shows. The proof compares entries, using that r is real.

```lean
/-- The adjoint of a spin-one evolution has amplitudes `a*` and `-b`. -/
theorem spinOne_conjTranspose (a b : ℂ) :
    (spinOne a b)ᴴ = spinOne (conj a) (-b) := by
  have hc : conj rootTwo = rootTwo := Complex.conj_ofReal _
  ext i j
  change conj (spinOne a b j i) = _
  fin_cases i <;> fin_cases j <;> dsimp [spinOne] <;> (try dsimp) <;>
    simp only [map_sub, map_mul, map_neg, map_pow, Complex.conj_conj, hc] <;> ring
```

## Unitarity and the nine probabilities

The composition rule, applied to D(a,b) and its adjoint, gives

D(a,b) D(a*, −b) = D(aa* + bb*, −ab + ba) = D(1, 0),

because aa* + bb* = P + (1 − P) = 1. The matrix D(1,0) is the identity, so D(a,b) is unitary.

For the probabilities, take squared moduli:

- the corners (0,0) and (2,2) give |a|⁴ = P²;
- the corners (0,2) and (2,0) give |b|⁴ = (1 − P)²;
- the four entries carrying r give 2|a|²|b|² = 2P(1 − P);
- the centre is aa* − bb* = P − (1 − P) = 2P − 1, which gives (2P − 1)².

The survival probabilities of m = +1, 0, −1 are therefore P², (2P − 1)², P².

In the theorem, `ha` and `hb` are the two conditions on |a|² and |b|². They already force 0 ≤ P ≤ 1, so no separate bound is assumed. The conclusion is a conjunction: membership of `Matrix.unitaryGroup (Fin 3) ℂ`, and equality of every squared modulus with the corresponding entry of `majoranaTable P`.

In the proof, `hA` and `hB` restate the hypotheses as aa* = P and bb* = 1 − P. The first half rewrites the product with the adjoint into D(1,0) by means of `e2` and `e3`. The second half uses `hm` for the centre and multiplicativity of the norm for the other entries.

```lean
/-- For spin-half survival probability `P`, the spin-one evolution is unitary and its
nine transition probabilities are those of the Majorana table. -/
theorem spinOne_landauZener (a b : ℂ) (P : ℝ) (ha : ‖a‖ ^ 2 = P) (hb : ‖b‖ ^ 2 = 1 - P) :
    spinOne a b ∈ Matrix.unitaryGroup (Fin 3) ℂ ∧
      ∀ i j, ‖spinOne a b i j‖ ^ 2 = majoranaTable P i j := by
  have hA : a * conj a = (P : ℂ) := by
    rw [Complex.mul_conj, Complex.normSq_eq_norm_sq, ha]
  have hB : b * conj b = ((1 - P : ℝ) : ℂ) := by
    rw [Complex.mul_conj, Complex.normSq_eq_norm_sq, hb]
  constructor
  · -- the matrix times its adjoint is the matrix with amplitudes 1 and 0
    have e1 : a * conj (conj a) - a * a = 0 := by
      rw [Complex.conj_conj]; ring
    have e2 : a * conj a - b * conj (-b) = 1 := by
      rw [map_neg, mul_neg, hA, hB]; push_cast; ring
    have e3 : a * -b + b * conj (conj a) = 0 := by
      rw [Complex.conj_conj]; ring
    rw [Matrix.mem_unitaryGroup_iff, Matrix.star_eq_conjTranspose,
      spinOne_conjTranspose, spinOne_mul, e2, e3]
    ext i j
    fin_cases i <;> fin_cases j <;> simp [spinOne]
  · have hr : ‖rootTwo‖ ^ 2 = 2 := by
      rw [← norm_pow, rootTwo_sq]; norm_num
    have hm : a * conj a - b * conj b = ((2 * P - 1 : ℝ) : ℂ) := by
      rw [hA, hB]; push_cast; ring
    intro i j
    fin_cases i <;> fin_cases j <;> dsimp [spinOne, majoranaTable] <;> (try dsimp) <;>
      simp only [hm, norm_mul, norm_neg, norm_pow, RCLike.norm_conj, mul_pow, ha, hb, hr,
        Complex.norm_real, Real.norm_eq_abs, sq_abs] <;> ring
```

P enters as a given number: the Landau–Zener formula, which expresses it through coupling and sweep rate, is not derived here. The table can serve as a check on a numerical three-level propagator for a single isolated spin one whose Hamiltonian is linear in the spin; a zero-field splitting proportional to S_z², or contact with an environment, takes the system outside this model.

## When the middle level loses all its initial population

A spin that starts in m = 0 remains there with probability (2P − 1)². This vanishes exactly when 2P − 1 = 0, that is, when P = 1/2. The spin then ends in m = +1 or m = −1, each with probability 2P(1 − P) = 1/2. The amplitude aa* − bb* is a difference of two contributions, one with both spin halves staying and one with both flipping, and at P = 1/2 they cancel.

The theorem states the equivalence for the central entry. Its proof reads that entry from the table and solves the resulting linear equation.

```lean
/-- A spin one that starts in the middle level has zero probability of remaining there exactly when
the spin-half survival probability is one half. -/
theorem middle_emptied_iff (a b : ℂ) (P : ℝ) (ha : ‖a‖ ^ 2 = P) (hb : ‖b‖ ^ 2 = 1 - P) :
    ‖spinOne a b 1 1‖ ^ 2 = 0 ↔ P = 1 / 2 := by
  rw [(spinOne_landauZener a b P ha hb).2 1 1]
  change (2 * P - 1) ^ 2 = 0 ↔ P = 1 / 2
  rw [sq_eq_zero_iff]
  constructor <;> intro h <;> linarith

end SpinOneLandauZener
```

```lean
#print axioms SpinOneLandauZener.spinOne_landauZener
#print axioms SpinOneLandauZener.middle_emptied_iff
```

```
'SpinOneLandauZener.spinOne_landauZener' depends on axioms: [propext, Classical.choice, Quot.sound]
'SpinOneLandauZener.middle_emptied_iff' depends on axioms: [propext, Classical.choice, Quot.sound]
```
